# A nonzero mixed-symmetry element for three particles, annihilated by the full symmetrizer and antisymmetrizer

For three distinct labels `i`, `j`, `k` among finitely many particles, the theorem `mixed_symmetry` concerns the element e = (1 + (i j))(1 − (i k)) of the rational group algebra of permutations. It states that e is nonzero, that e² = 3e (so e/3, rather than e itself, is idempotent), and that multiplying e from the left by the full symmetrizer or the full antisymmetrizer gives zero. To show that e is nonzero, the attempt assumes e = 0, lets permutations act on rational-valued functions of one label, and evaluates the resulting operator identity on the function that is 1 at `k` and 0 elsewhere, at the point `k`. The identity e² = 3e is derived from relations between the two exchanges, and the last two claims from how the symmetrizer and antisymmetrizer respond to an exchange.

This version doesn't compile in Lean 4 with Mathlib:

```lean
import Mathlib

open Equiv

namespace MixedSymmetry

noncomputable section

/-- The rational group algebra of the permutations of the particle labels `α`. -/
abbrev Alg (α : Type*) := MonoidAlgebra ℚ (Perm α)

/-- A permutation of the particle labels, as an element of the group algebra. -/
def perm {α : Type*} (s : Perm α) : Alg α := MonoidAlgebra.of ℚ (Perm α) s

/-- The full symmetrizer: the sum of all permutations. -/
def sym (α : Type*) [Fintype α] [DecidableEq α] : Alg α := ∑ s : Perm α, perm s

/-- The full antisymmetrizer: the sum of all permutations weighted by their signs. -/
def antisym (α : Type*) [Fintype α] [DecidableEq α] : Alg α :=
  ∑ s : Perm α, ((Perm.sign s : ℤ) : Alg α) * perm s

/-- The element `(1 + (i j)) (1 - (i k))`: antisymmetrize in `i, k`, then symmetrize
in `i, j`. -/
def mixed {α : Type*} [DecidableEq α] (i j k : α) : Alg α :=
  (1 + perm (swap i j)) * (1 - perm (swap i k))

/-- The product in the group algebra composes permutations. -/
theorem perm_mul {α : Type*} (s t : Perm α) : perm s * perm t = perm (s * t) :=
  (map_mul (MonoidAlgebra.of ℚ (Perm α)) s t).symm

/-- The identity permutation is the unit of the group algebra. -/
theorem perm_one {α : Type*} : perm (1 : Perm α) = 1 :=
  map_one (MonoidAlgebra.of ℚ (Perm α))

variable {α : Type*} [Fintype α] [DecidableEq α]

/-- The symmetrizer absorbs every permutation. -/
theorem sym_mul (t : Perm α) : sym α * perm t = sym α := by
  unfold sym
  rw [Finset.sum_mul]
  exact Fintype.sum_equiv (Equiv.mulRight t) _ _ (fun s => perm_mul s t)

/-- The antisymmetrizer changes sign under the exchange of two different particles. -/
theorem antisym_mul_swap {i j : α} (h : i ≠ j) :
    antisym α * perm (swap i j) = -antisym α := by
  unfold antisym
  rw [Finset.sum_mul, ← Finset.sum_neg_distrib]
  refine Fintype.sum_equiv (Equiv.mulRight (swap i j)) _ _ (fun s => ?_)
  rw [mul_assoc, perm_mul]
  simp [Perm.sign_mul, Perm.sign_swap h]

/-- For three distinct particles `i, j, k` among any finite number, the element
`e = (1 + (i j)) (1 - (i k))` is nonzero, satisfies `e² = 3 e`, and is annihilated from the
left by the full symmetrizer and by the full antisymmetrizer. -/
theorem mixed_symmetry {i j k : α} (hij : i ≠ j) (hik : i ≠ k) (hjk : j ≠ k) :
    mixed i j k ≠ 0 ∧ mixed i j k * mixed i j k = 3 * mixed i j k ∧
      sym α * mixed i j k = 0 ∧ antisym α * mixed i j k = 0 := by
  refine ⟨fun h => ?_, ?_, ?_, ?_⟩
  · -- let permutations act on functions of one label, and test on the function at `k`
    obtain ⟨F, hF⟩ : ∃ F : Perm α →* Module.End ℚ (α → ℚ),
        ∀ s f x, F s f x = f (s.symm x) :=
      ⟨{ toFun := fun s => LinearMap.funLeft ℚ ℚ s.symm
         map_one' := rfl
         map_mul' := fun _ _ => rfl }, fun _ _ _ => rfl⟩
    obtain ⟨L, hL⟩ : ∃ L : Alg α →ₐ[ℚ] Module.End ℚ (α → ℚ), ∀ s, L (perm s) = F s :=
      ⟨MonoidAlgebra.lift ℚ _ _ F, fun s => by simp [perm]⟩
    have h1 : (1 + F (swap i j)) * (1 - F (swap i k)) = 0 := by
      have h0 := congrArg L h
      simpa only [mixed, map_mul, map_add, map_sub, map_one, map_zero, hL] using h0
    have h2 := congrFun (LinearMap.congr_fun h1 (Pi.single k 1)) k
    norm_num [hF, swap_apply_of_ne_of_ne hik.symm hjk.symm, hik] at h2
  · -- the two exchanges are involutions and obey the braid relation
    have haa : perm (swap i j) * perm (swap i j) = 1 := by
      rw [perm_mul, swap_mul_self, perm_one]
    have hbb : perm (swap i k) * perm (swap i k) = 1 := by
      rw [perm_mul, swap_mul_self, perm_one]
    have hbr : perm (swap i j) * perm (swap i k) * perm (swap i j)
        = perm (swap i k) * perm (swap i j) * perm (swap i k) := by
      have h1 := Equiv.mul_swap_eq_swap_mul (swap i j) i k
      have h2 := Equiv.mul_swap_eq_swap_mul (swap i k) i j
      rw [swap_apply_left, swap_apply_of_ne_of_ne hik.symm hjk.symm] at h1
      rw [swap_apply_left, swap_apply_of_ne_of_ne hij.symm hjk] at h2
      simp only [perm_mul]
      rw [h1, h2, mul_assoc, mul_assoc, swap_mul_self, swap_mul_self, swap_comm k j]
    unfold mixed
    generalize perm (swap i j) = a at *
    generalize perm (swap i k) = b at *
    linear_combination (norm := noncomm_ring)
      haa * (1 - b) + (1 + a) * hbb - hbr - a * hbr + haa * (b * a)
  · have h : sym α * mixed i j k = (sym α + sym α * perm (swap i j))
        - (sym α * perm (swap i k) + sym α * perm (swap i j) * perm (swap i k)) := by
      unfold mixed
      noncomm_ring
    rw [h]
    simp only [sym_mul, sub_self]
  · unfold mixed
    rw [← mul_assoc, mul_add, mul_one, antisym_mul_swap hij, add_neg_cancel, zero_mul]

end

end MixedSymmetry
```

Lean reports:

```
Main.lean:59:2: error: unsolved goals
case refine_1
α : Type u_1
inst✝¹ : Fintype α
inst✝ : DecidableEq α
i j k : α
hij : i ≠ j
hik : i ≠ k
hjk : j ≠ k
h : mixed i j k = 0
F : Perm α →* Module.End ℚ (α → ℚ)
hF : ∀ (s : Perm α) (f : α → ℚ) (x : α), (F s) f x = f ((Equiv.symm s) x)
L : Alg α →ₐ[ℚ] Module.End ℚ (α → ℚ)
hL : ∀ (s : Perm α), L (perm s) = F s
h1 : (1 + F (swap i j)) * (1 - F (swap i k)) = 0
h2 : 1 + Pi.single k 1 ((Equiv.symm (swap i j)) k) = 0
⊢ False
```

Cause. The message says that the proof of e ≠ 0 ends without a contradiction. After `norm_num`, the hypothesis `h2` still contains `Pi.single k 1 ((Equiv.symm (swap i j)) k)`. This value is 1, because exchanging `i` and `j` leaves `k` fixed, so `h2` really says 1 + 1 = 0.

The obstacle is where the label sits. `Pi.single` is defined for dependent functions, whose value type may vary with the point of evaluation. The simplifier inside `norm_num` therefore does not rewrite that point, even though here every value is rational. It cannot turn the point into `k`, as it must before `Pi.single_eq_same` can give 1. The inverse is not the real difficulty: the simplifier can remove it from a swap elsewhere. The two terms containing the exchange of `i` and `k` did vanish, because for them it only had to prove, as a separate condition, that the point differs from `k`.

The repair proves `hk`, that the inverse swap fixes `k`, and uses `rw` to replace the point directly. This is allowed because the value type is in fact constant. `Pi.single_eq_same` then evaluates the term to 1, and the final `norm_num` refutes 1 + 1 = 0, closing the goal.

The change, after which it compiles:

```diff
@@ -69,5 +69,9 @@
       simpa only [mixed, map_mul, map_add, map_sub, map_one, map_zero, hL] using h0
     have h2 := congrFun (LinearMap.congr_fun h1 (Pi.single k 1)) k
+    have hk : (swap i j).symm k = k :=
+      (Equiv.symm_apply_eq _).mpr (swap_apply_of_ne_of_ne hik.symm hjk.symm).symm
     norm_num [hF, swap_apply_of_ne_of_ne hik.symm hjk.symm, hik] at h2
+    rw [hk, Pi.single_eq_same] at h2
+    norm_num at h2
   · -- the two exchanges are involutions and obey the braid relation
     have haa : perm (swap i j) * perm (swap i j) = 1 := by
```
